# Symmetric Trotter slices in a linear potential: the kernel differs from its limit by a position-independent factor

Take a particle of mass $m$ in the potential $Fx$, with $\hbar=1$ and $H=p^2/(2m)+Fx$, and join two imaginary-time slices of duration $\tau$ at an intermediate position $z$, with both outer ends at the origin. The free kernel is

$$K_\tau(x,y)=\sqrt{\frac{m}{2\pi\tau}}\;e^{-m(x-y)^2/(2\tau)},$$

and a symmetric slice is $e^{-\tau Fx/2}K_\tau(x,y)e^{-\tau Fy/2}$. The exponent of the product of the two slices is

$$-\frac{m}{\tau}z^2-\tau Fz=-\frac m\tau\Big(z+\frac{\tau^2F}{2m}\Big)^2+\frac{F^2\tau^3}{4m}.$$

The force shifts the Gaussian and leaves its width alone. Integrating over $z$ gives $\frac{m}{2\pi\tau}\sqrt{\pi\tau/m}=\sqrt{m/(2\pi\cdot2\tau)}$, so the result is $K_{2\tau}(0,0)\,e^{F^2\tau^3/(4m)}$. With total duration $t=2\tau$ the extra exponent is $F^2t^3/(32m)$. A single slice of duration $t$ has no such term, and the limit of many slices has $F^2t^3/(24m)$.

For $P\ge1$ slices with $\tau=t/P$, the general result is

$$K_t(x,y)\exp\Big[-\frac{tF(x+y)}2+\frac{F^2t^3}{24m}\Big(1-\frac1{P^2}\Big)\Big].$$

For $m=F=1$, $t=2$ and $x=y=0$, we have $K_2(0,0)=1/\sqrt{4\pi}\approx0.2821$, and the extra exponent is $\frac13(1-1/P^2)$:

| $P$ | extra exponent | kernel |
|---|---|---|
| 1 | 0 | 0.2821 |
| 2 | 1/4 | 0.3622 |
| 4 | 5/16 | 0.3856 |
| limit | 1/3 | 0.3937 |

In the Lean file, positions, mass, the slope $F$ of the potential and durations are real numbers.

```lean
import Mathlib

open Real MeasureTheory Filter Topology

namespace LinearPotentialKernel

noncomputable section

/-- The imaginary-time kernel of a free particle of mass `m`, with ħ = 1. -/
def freeKernel (m t x y : ℝ) : ℝ :=
  Real.sqrt (m / (2 * π * t)) * Real.exp (-(m * (x - y) ^ 2 / (2 * t)))

/-- One symmetric Trotter slice of duration `τ` for the linear potential `F x`. -/
def slice (m F τ x y : ℝ) : ℝ :=
  Real.exp (-(τ * F * x / 2)) * freeKernel m τ x y * Real.exp (-(τ * F * y / 2))
```

Composition is the integral over the shared position. The chain is indexed by its number $n$ of integrated interior beads, so it has $n+1$ slices and both its ends are fixed.

```lean
/-- Composition of two kernels: integration over the intermediate position. -/
def compose (A B : ℝ → ℝ → ℝ) (x y : ℝ) : ℝ := ∫ z, A x z * B z y

/-- The open chain with `n` integrated interior beads, made of `n + 1` slices of duration `τ`. -/
def chain (m F τ : ℝ) : ℕ → ℝ → ℝ → ℝ
  | 0 => slice m F τ
  | n + 1 => compose (chain m F τ n) (slice m F τ)
```

The closed form approached by the sliced kernels has its own definition. Its name, `exactKernel`, is supported by two theorems further down: it is the limit of the chains, and it satisfies the Bloch equation.

```lean
/-- The closed-form imaginary-time kernel for the linear potential `F x`. -/
def exactKernel (m F t x y : ℝ) : ℝ :=
  freeKernel m t x y * Real.exp (-(t * F * (x + y) / 2) + F ^ 2 * t ^ 3 / (24 * m))
```

## Positive mass and positive durations

The hypothesis `0 < m` makes the kinetic energy bounded below. Positive durations mean that the kinetic factor $e^{-\tau p^2/(2m)}$ of a slice damps high momenta instead of amplifying them. By hand, the two together make $a$ below positive, so that the Gaussian integral over a bead converges.

Let the two slices have durations $s$ and $\tau$, and set

$$a=\frac{m(s+\tau)}{2s\tau},\qquad c=\frac{\tau x+sy}{s+\tau},\qquad w=z-c.$$

The kinetic exponents combine to

$$-\frac{m(x-z)^2}{2s}-\frac{m(z-y)^2}{2\tau}=-aw^2-\frac{m(x-y)^2}{2(s+\tau)}.$$

Since $(s+\tau)c=\tau x+sy$, the potential exponents become

$$-\frac{sF(x+z)}2-\frac{\tau F(z+y)}2=-\frac{(s+\tau)F(x+y)}2-\frac{(s+\tau)F}2\,w.$$

Completing the square in $w$ then gives

$$-aw^2-\frac{(s+\tau)F}{2}w=-a\Big(w+\frac{s\tau F}{2m}\Big)^2+\frac{F^2s\tau(s+\tau)}{8m}.$$

The integral over $z$ supplies $\sqrt{\pi/a}$, and the prefactors combine:

$$\sqrt{\frac m{2\pi s}}\sqrt{\frac m{2\pi\tau}}\sqrt{\frac\pi a}=\sqrt{\frac m{2\pi(s+\tau)}}.$$

Two slices are therefore one slice of duration $s+\tau$, multiplied by $\exp[F^2s\tau(s+\tau)/(8m)]$.

If the mass were negative at positive durations, $a$ would be negative and the Gaussian would grow without bound. At zero duration the free kernel is a delta distribution, which is not a function of two positions.

In the proof, `slice_eq` merges the two potential half-steps. The identity `hE` in `slice_mul_slice` is the completed square, checked by clearing denominators that the hypotheses make nonzero.

```lean
variable {m t s τ : ℝ}

/-- The two half-steps of the potential in a slice combine into one exponential factor. -/
theorem slice_eq (m F τ x y : ℝ) :
    slice m F τ x y = freeKernel m τ x y * Real.exp (-(τ * F * (x + y) / 2)) := by
  have h : -(τ * F * (x + y) / 2) = -(τ * F * x / 2) + -(τ * F * y / 2) := by ring
  rw [h, Real.exp_add, slice]
  ring

/-- The product of two adjacent slices is a shifted Gaussian in the position of the
bead between them. -/
theorem slice_mul_slice (hm : 0 < m) (hs : 0 < s) (hτ : 0 < τ) (F x y z : ℝ) :
    slice m F s x z * slice m F τ z y =
      (Real.sqrt (m / (2 * π * s)) * Real.sqrt (m / (2 * π * τ)) *
        Real.exp (-(m * (x - y) ^ 2 / (2 * (s + τ))) + (-((s + τ) * F * (x + y) / 2)
          + F ^ 2 * s * τ * (s + τ) / (8 * m)))) *
      Real.exp (-(m * (s + τ) / (2 * s * τ)) *
        (z - ((τ * x + s * y) / (s + τ) - s * τ * F / (2 * m))) ^ 2) := by
  have hst : s + τ ≠ 0 := by positivity
  -- complete the square in z
  have hE : -(m * (x - z) ^ 2 / (2 * s)) + -(s * F * (x + z) / 2)
      + (-(m * (z - y) ^ 2 / (2 * τ)) + -(τ * F * (z + y) / 2)) =
      (-(m * (x - y) ^ 2 / (2 * (s + τ))) + (-((s + τ) * F * (x + y) / 2)
          + F ^ 2 * s * τ * (s + τ) / (8 * m))) +
      -(m * (s + τ) / (2 * s * τ)) *
        (z - ((τ * x + s * y) / (s + τ) - s * τ * F / (2 * m))) ^ 2 := by
    field_simp
    ring
  rw [mul_assoc _ (Real.exp _) (Real.exp _), ← Real.exp_add, ← hE, slice_eq, slice_eq,
    freeKernel, freeKernel, Real.exp_add, Real.exp_add, Real.exp_add]
  ring
```

Positivity of $a$ is `hb` in the next lemma, where it gives convergence. This is proved separately because Lean assigns the value 0 to a divergent integral, so an equation between integrals does not by itself show that they converge.

```lean
/-- The integral over the bead between two slices converges. -/
theorem slice_integrable (hm : 0 < m) (hs : 0 < s) (hτ : 0 < τ) (F x y : ℝ) :
    Integrable (fun z => slice m F s x z * slice m F τ z y) := by
  have hb : 0 < m * (s + τ) / (2 * s * τ) := by positivity
  simp only [slice_mul_slice hm hs hτ]
  exact ((integrable_exp_neg_mul_sq hb).comp_sub_right _).const_mul _
```

In `slice_compose`, `hpre` is the combination of prefactors. The rewriting then takes the constant out of the integral, translates $z$ to the centre of the Gaussian and applies `integral_gaussian`.

```lean
/-- Slices of durations `s` and `τ` compose to one slice of duration `s + τ`, times a
factor that does not depend on the end points. -/
theorem slice_compose (hm : 0 < m) (hs : 0 < s) (hτ : 0 < τ) (F x y : ℝ) :
    compose (slice m F s) (slice m F τ) x y =
      slice m F (s + τ) x y * Real.exp (F ^ 2 * s * τ * (s + τ) / (8 * m)) := by
  -- the Gaussian integral supplies the free-particle normalisation
  have hpre : Real.sqrt (m / (2 * π * s)) * Real.sqrt (m / (2 * π * τ)) *
      Real.sqrt (π / (m * (s + τ) / (2 * s * τ))) = Real.sqrt (m / (2 * π * (s + τ))) := by
    rw [← Real.sqrt_mul (by positivity), ← Real.sqrt_mul (by positivity)]
    congr 1
    field_simp
  simp only [compose, slice_mul_slice hm hs hτ]
  rw [integral_const_mul, integral_sub_right_eq_self
    (fun u : ℝ => Real.exp (-(m * (s + τ) / (2 * s * τ)) * u ^ 2)), integral_gaussian,
    slice_eq, freeKernel, ← hpre, Real.exp_add, Real.exp_add]
  ring
```

## At least one slice

The hypothesis `P = n + 1` says that $P$ slices have $n=P-1$ beads between them. It also makes $t/P$ a positive duration. With no slices at all, the composition would be the identity operator, whose kernel is again a delta distribution.

By hand, attach slices one at a time. Adding one slice to $k$ earlier ones uses the composition rule with $s=k\tau$ and contributes $F^2\tau^3k(k+1)/(8m)$ to the exponent. Since

$$\sum_{k=1}^{P-1}k(k+1)=\frac{P^3-P}{3},$$

the accumulated exponent is $F^2\tau^3(P^3-P)/(24m)$. For $P=1$ the sum is empty and the exponent is zero.

The induction in `chain_eq` follows this construction, with $k=n+1$ when a slice is added to the chain with $n$ beads. The end points are quantified inside the induction because the shorter chain is needed between $x$ and the new bead $z$. The constant from the earlier slices leaves the integral, and `slice_compose` handles the last one.

```lean
/-- A chain of `n + 1` slices is a single slice of the total duration, times a factor whose exponent
is proportional to the cube of the time step. -/
theorem chain_eq (hm : 0 < m) (hτ : 0 < τ) (F : ℝ) (n : ℕ) : ∀ x y,
    chain m F τ n x y = slice m F (((n : ℝ) + 1) * τ) x y *
      Real.exp (F ^ 2 * τ ^ 3 * (((n : ℝ) + 1) ^ 3 - ((n : ℝ) + 1)) / (24 * m)) := by
  induction n with
  | zero => intro x y; simp [chain]
  | succ n ih =>
    intro x y
    have hs : 0 < ((n : ℝ) + 1) * τ := by positivity
    have h : chain m F τ (n + 1) x y =
        Real.exp (F ^ 2 * τ ^ 3 * (((n : ℝ) + 1) ^ 3 - ((n : ℝ) + 1)) / (24 * m)) *
          compose (slice m F (((n : ℝ) + 1) * τ)) (slice m F τ) x y := by
      simp only [chain, compose]
      rw [← integral_const_mul]
      congr 1
      funext z
      rw [ih]
      ring
    have ht : ((n : ℝ) + 1) * τ + τ = (((n + 1 : ℕ) : ℝ) + 1) * τ := by
      push_cast
      ring
    rw [h, slice_compose hm hs hτ, ht, mul_left_comm, ← Real.exp_add]
    congr 2
    push_cast
    field_simp
    ring
```

The closed form also shows that each successive bead integral converges.

```lean
/-- Every bead integral in the chain converges. -/
theorem chain_integrable (hm : 0 < m) (hτ : 0 < τ) (F : ℝ) (n : ℕ) (x y : ℝ) :
    Integrable (fun z => chain m F τ n x z * slice m F τ z y) := by
  have hs : 0 < ((n : ℝ) + 1) * τ := by positivity
  simp only [chain_eq hm hτ, mul_right_comm _ (Real.exp _) _]
  exact (slice_integrable hm hs hτ F x y).mul_const _
```

Setting $\tau=t/P$ turns $\tau^3(P^3-P)$ into $t^3(1-1/P^2)$, which is `hE` in the main theorem.

```lean
/-- Composing `P` symmetric slices of duration `t / P` gives the free kernel times an
explicit exponential, for every number of slices `P = n + 1`. -/
theorem trotter_kernel (hm : 0 < m) (ht : 0 < t) (F : ℝ) {n P : ℕ} (hP : P = n + 1)
    (x y : ℝ) :
    chain m F (t / P) n x y = freeKernel m t x y *
      Real.exp (-(t * F * (x + y) / 2) + F ^ 2 * t ^ 3 * (1 - 1 / (P : ℝ) ^ 2) / (24 * m)) := by
  have hP0 : (P : ℝ) = (n : ℝ) + 1 := by rw [hP]; exact Nat.cast_succ n
  have hPpos : (0 : ℝ) < P := by rw [hP0]; positivity
  have h1 : (P : ℝ) * (t / P) = t := by field_simp
  have hE : F ^ 2 * (t / P) ^ 3 * ((P : ℝ) ^ 3 - P) / (24 * m) =
      F ^ 2 * t ^ 3 * (1 - 1 / (P : ℝ) ^ 2) / (24 * m) := by
    field_simp
  rw [chain_eq hm (div_pos ht hPpos), ← hP0, h1, hE, slice_eq, mul_assoc, ← Real.exp_add]
```

## A constant force of either sign

The slope $F$ of the potential is any real number, and the force on the particle is $-F$. Reversing its sign moves each Gaussian centre the other way but leaves the $F^2$ term unchanged. At $F=0$ the theorem reduces to the composition law of the free kernel, with no Trotter error.

What is assumed about the potential is its linearity, which is built into `slice`. By hand, it is used where the potential contributes only a term linear in $z$: the width of the Gaussian stays that of the free particle, and the end points drop out of the correction. A harmonic potential would change the width, and its Trotter error would depend on the end points.

Dividing the $P$-slice result by the closed form leaves

$$\exp\Big[-\frac{F^2t^3}{24mP^2}\Big],$$

the multiplicative Trotter error. In the proof of `trotter_error`, this is a comparison of two exponents.

```lean
/-- The `P`-slice kernel is the closed-form kernel times `exp(-F² t³ / (24 m P²))`,
whatever the end points. -/
theorem trotter_error (hm : 0 < m) (ht : 0 < t) (F : ℝ) {n P : ℕ} (hP : P = n + 1)
    (x y : ℝ) :
    chain m F (t / P) n x y =
      exactKernel m F t x y * Real.exp (-(F ^ 2 * t ^ 3 / (24 * m) * (1 / (P : ℝ)) ^ 2)) := by
  rw [trotter_kernel hm ht F hP, exactKernel, mul_assoc (freeKernel m t x y),
    ← Real.exp_add]
  congr 2
  ring
```

For fixed $t$, $x$ and $y$, the factor tends to 1 as $P$ grows. The proof of `trotter_limit` treats it as a continuous function of $u=1/P$ and lets $u$ go to zero. The convergence stated is pointwise.

```lean
/-- As the number of slices grows, the sliced kernel converges pointwise to the
closed-form kernel. -/
theorem trotter_limit (hm : 0 < m) (ht : 0 < t) (F x y : ℝ) :
    Tendsto (fun n : ℕ => chain m F (t / ((n + 1 : ℕ) : ℝ)) n x y) atTop
      (𝓝 (exactKernel m F t x y)) := by
  have hc : Continuous (fun u : ℝ =>
      exactKernel m F t x y * Real.exp (-(F ^ 2 * t ^ 3 / (24 * m) * u ^ 2))) := by fun_prop
  have h := (hc.tendsto 0).comp (tendsto_one_div_add_atTop_nhds_zero_nat (𝕜 := ℝ))
  simp only [trotter_error hm ht F rfl]
  simpa [Function.comp_def] using h
```

For one particle on a line under a constant force, this gives a path-integral program that uses these symmetric slices a known answer at every $P$: their discretisation error rescales the open-chain kernel without altering its dependence on the end points. The chain is not closed into a ring polymer. Setting $x=y$ and integrating over all positions would diverge, since nothing confines the particle.

## Positive imaginary time in the Bloch equation

In the last theorem $t>0$ means a positive inverse temperature, and it is used to differentiate the normalisation $\sqrt{m/(2\pi t)}$ and the quotient $(x-y)^2/t$. The first is singular at $t=0$, and so is the second when $x\ne y$.

Write $\rho$ for the closed-form kernel and let $A=-m(x-y)/t-tF/2$. Then $\partial_x\rho=A\rho$ and $\partial_x^2\rho=(A^2-m/t)\rho$, so

$$\frac1{2m}\partial_x^2\rho-Fx\rho=\Big[-\frac1{2t}+\frac{m(x-y)^2}{2t^2}-\frac{F(x+y)}2+\frac{F^2t^2}{8m}\Big]\rho.$$

The term $F(x-y)/2$ from $A^2/(2m)$ has combined with $-Fx$. Differentiating $\rho$ in $t$ gives the same bracket: its first term comes from the normalisation and the other three from the exponent.

In the proof, `hx` is the first position derivative, `g2` differentiates the normalisation, `g3` to `g5` differentiate the terms of the exponent, and `key` equates the two brackets.

```lean
/-- The closed-form kernel obeys the Bloch equation `∂ρ/∂t = (1/2m) ∂²ρ/∂x² - F x ρ`. -/
theorem exactKernel_bloch (hm : 0 < m) (ht : 0 < t) (F x y : ℝ) :
    HasDerivAt (fun r => exactKernel m F r x y)
      (1 / (2 * m) * deriv (deriv (fun u => exactKernel m F t u y)) x
        - F * x * exactKernel m F t x y) t := by
  have heq : ∀ r u, exactKernel m F r u y = Real.sqrt (m / (2 * π * r)) *
      Real.exp (-(m * (u - y) ^ 2 / (2 * r)) +
        (-(r * F * (u + y) / 2) + F ^ 2 * r ^ 3 / (24 * m))) := by
    intro r u
    rw [exactKernel, freeKernel, mul_assoc, ← Real.exp_add]
  -- first and second derivatives in position
  have hx : ∀ u, HasDerivAt (fun v => exactKernel m F t v y)
      ((-(m * (u - y) / t) - t * F / 2) * exactKernel m F t u y) u := by
    intro u
    have hp : HasDerivAt (fun v : ℝ => (v - y) ^ 2) (2 * (u - y)) u := by
      simpa using ((hasDerivAt_id' u).sub_const y).fun_pow 2
    have h1 := ((hp.const_mul m).div_const (2 * t)).fun_neg
    have h2 := ((((hasDerivAt_id' u).add_const y).const_mul (t * F)).div_const 2).fun_neg
    have h3 := h1.fun_add (h2.fun_add (hasDerivAt_const u (F ^ 2 * t ^ 3 / (24 * m))))
    simp only [heq]
    exact (h3.exp.const_mul _).congr_deriv (by ring)
  have hd : deriv (fun u => exactKernel m F t u y) =
      fun u => (-(m * (u - y) / t) - t * F / 2) * exactKernel m F t u y :=
    funext fun u => (hx u).deriv
  have hl := (((((hasDerivAt_id' x).sub_const y).const_mul m).div_const t).fun_neg).sub_const
    (t * F / 2)
  rw [hd, (hl.fun_mul (hx x)).deriv]
  -- derivative in imaginary time: normalisation, then exponent
  have hq : 0 < m / (2 * π * t) := by positivity
  have hne : 2 * π * t ≠ 0 := by positivity
  have hne' : 2 * t ≠ 0 := by positivity
  have g1 : HasDerivAt (fun r => m / (2 * π * r)) (-(m / (2 * π * t) / t)) t :=
    ((hasDerivAt_const t m).fun_div ((hasDerivAt_id' t).const_mul (2 * π)) hne).congr_deriv
      (by field_simp; ring)
  have g2 : HasDerivAt (fun r => Real.sqrt (m / (2 * π * r)))
      (-(1 / (2 * t)) * Real.sqrt (m / (2 * π * t))) t := by
    refine (g1.sqrt hq.ne').congr_deriv ?_
    have hsq := Real.mul_self_sqrt hq.le
    have hpos := Real.sqrt_pos.mpr hq
    rw [div_eq_iff (by positivity)]
    linear_combination (1 / t) * hsq
  have g3 : HasDerivAt (fun r => m * (x - y) ^ 2 / (2 * r))
      (-(m * (x - y) ^ 2 / (2 * t ^ 2))) t :=
    ((hasDerivAt_const t (m * (x - y) ^ 2)).fun_div
      ((hasDerivAt_id' t).const_mul 2) hne').congr_deriv (by field_simp; ring)
  have g4 := ((((hasDerivAt_id' t).mul_const F).mul_const (x + y)).div_const 2).fun_neg
  have hp3 : HasDerivAt (fun r : ℝ => r ^ 3) (3 * t ^ 2) t := by
    simpa using hasDerivAt_pow 3 t
  have g5 := (hp3.const_mul (F ^ 2)).div_const (24 * m)
  have g6 := g2.fun_mul (g3.fun_neg.fun_add (g4.fun_add g5)).exp
  have key : -(1 / (2 * t)) + (m * (x - y) ^ 2 / (2 * t ^ 2) - F * (x + y) / 2
      + F ^ 2 * t ^ 2 / (8 * m)) =
      1 / (2 * m) * (-(m / t) + (-(m * (x - y) / t) - t * F / 2) ^ 2) - F * x := by
    field_simp <;> ring
  have hT : HasDerivAt (fun r => exactKernel m F r x y)
      ((-(1 / (2 * t)) + (m * (x - y) ^ 2 / (2 * t ^ 2) - F * (x + y) / 2
        + F ^ 2 * t ^ 2 / (8 * m))) * exactKernel m F t x y) t := by
    simp only [heq]
    exact g6.congr_deriv (by ring)
  exact hT.congr_deriv (by linear_combination exactKernel m F t x y * key)

end

end LinearPotentialKernel
```

The delta-function initial condition and the identification of $\rho$ with the kernel of the operator $e^{-tH}$ are left unproved here.

```lean
#print axioms LinearPotentialKernel.chain_integrable
-- 'LinearPotentialKernel.chain_integrable' depends on axioms: [propext, Classical.choice, Quot.sound]
#print axioms LinearPotentialKernel.trotter_kernel
-- 'LinearPotentialKernel.trotter_kernel' depends on axioms: [propext, Classical.choice, Quot.sound]
#print axioms LinearPotentialKernel.trotter_limit
-- 'LinearPotentialKernel.trotter_limit' depends on axioms: [propext, Classical.choice, Quot.sound]
#print axioms LinearPotentialKernel.exactKernel_bloch
-- 'LinearPotentialKernel.exactKernel_bloch' depends on axioms: [propext, Classical.choice, Quot.sound]
```
